# The adiabatic energy and the Pekar functional have equal minima in finite dimension

The lattice enters here as a list of real numbers x_q, one for each of finitely many modes, and not as a set of quantum oscillators. The electronic part is a Hermitian matrix T on a finite, nonempty basis, and mode q couples to it through a Hermitian matrix A_q. The lattice has no kinetic energy, and its elastic energy is Σ x_q²/2. A mode with energy K u²/2 and coupling u B takes this form, for stiffness K > 0, with x = √K u and A = B/√K.

Write ⟨M⟩_ψ for ψ†Mψ, with ψ a unit vector, and define

H(x) = T + Σ x_q A_q

F(x) = (lowest eigenvalue of H(x)) + Σ x_q²/2

P(ψ) = ⟨T⟩_ψ − Σ ⟨A_q⟩_ψ²/2.

F is the adiabatic energy and P the Pekar functional. Both attain their minima, and the minima agree. For this finite model with a classical lattice, the polaron ground state can therefore be sought over fields or over electronic states. In the continuum Pekar problem the unit sphere is not compact, and the existence of a minimiser needs a separate argument.

## Completing the square in the field

First, the variational principle. The unit sphere is compact, so for Hermitian H the energy ⟨H⟩ has a minimiser φ, with value E. By scaling, M = H − E satisfies v†Mv ≥ 0 for every v, and φ†Mφ = 0. For any χ and real t,

0 ≤ (φ + tχ)†M(φ + tχ) = 2t Re(χ†Mφ) + t² χ†Mχ.

The linear term must vanish, and χ = Mφ gives Mφ = 0, so Hφ = Eφ. Every eigenvalue is the energy of a normalised eigenvector, hence at least E. Thus E is the lowest eigenvalue.

Next, for any x and any unit vector ψ, expanding the square gives

⟨H(x)⟩_ψ + Σ x_q²/2 = P(ψ) + Σ (x_q + ⟨A_q⟩_ψ)²/2.

If φ is a normalised ground state of H(x), the left side is F(x), so F(x) ≥ P(φ). If instead ψ is given and x_q = −⟨A_q⟩_ψ, the last sum vanishes and the variational principle gives F(x) ≤ P(ψ).

P is continuous, so it has a minimiser ψ. The first bound gives F(y) ≥ P(ψ) for every y, and the second gives F(x) ≤ P(ψ) at x_q = −⟨A_q⟩_ψ. So F attains its minimum there, with the same value.

## Two sites and one mode

Take T = −σx and A = 2σz. With s = ⟨σx⟩ and c = ⟨σz⟩, P = −s − 2c². At fixed s the best choice is c² = 1 − s², which leaves 2s² − s − 2, with minimum −17/8 at s = 1/4.

On the field side F(x) = −√(1 + 4x²) + x²/2. With u = √(1 + 4x²) this is −u + (u² − 1)/8, whose minimum is −17/8 at u = 4, or x = ±√15/2. The Pekar minimisers have c = ±√15/4, and x = −2c matches them.

## Self-consistent iteration

A program can start from a field, diagonalise H(x), take a normalised ground vector φ, set x_q = −⟨A_q⟩_φ and repeat. The two bounds show that F never rises from one step to the next. The iteration can still stop at a point that is not a minimum: in the example x = 0 reproduces itself, with energy −1.

## States, energies and fields in Lean

```lean
import Mathlib

open Matrix
open scoped ComplexOrder

namespace PekarFieldElimination

noncomputable section

variable {n ι : Type*} [Fintype n] [Fintype ι]
```

The type `n` labels basis states and `ι` labels modes. A state is a function `n → ℂ` whose squared amplitudes sum to one.

```lean
/-- A normalised electronic state. -/
def IsState (ψ : n → ℂ) : Prop := ∑ i, ‖ψ i‖ ^ 2 = 1
```

An expectation value is defined as a real part, without division by the norm. For Hermitian matrices the imaginary part is zero.

```lean
/-- The expectation value of the observable `M` in the state `ψ`. -/
def expect (M : Matrix n n ℂ) (ψ : n → ℂ) : ℝ := (star ψ ⬝ᵥ M *ᵥ ψ).re
```

The ground energy is the infimum of the real eigenvalues; that it is itself an eigenvalue is proved below for Hermitian matrices.

```lean
/-- The infimum of the real eigenvalues of `H`. -/
def groundEnergy (H : Matrix n n ℂ) : ℝ :=
  sInf {E : ℝ | ∃ v : n → ℂ, v ≠ 0 ∧ H *ᵥ v = (E : ℂ) • v}
```

The next three definitions are H(x), F(x) and P(ψ).

```lean
/-- The electronic Hamiltonian in a frozen classical field `x`. -/
def fieldHamiltonian (T : Matrix n n ℂ) (A : ι → Matrix n n ℂ) (x : ι → ℝ) :
    Matrix n n ℂ := T + ∑ q, (x q : ℂ) • A q

/-- The electronic ground energy in the field `x` plus the elastic energy of the field. -/
def adiabaticEnergy (T : Matrix n n ℂ) (A : ι → Matrix n n ℂ) (x : ι → ℝ) : ℝ :=
  groundEnergy (fieldHamiltonian T A x) + ∑ q, x q ^ 2 / 2

/-- The Pekar functional, which depends on the electronic state alone. -/
def pekar (T : Matrix n n ℂ) (A : ι → Matrix n n ℂ) (ψ : n → ℂ) : ℝ :=
  expect T ψ - ∑ q, expect (A q) ψ ^ 2 / 2
```

## The variational principle from compactness

These lemmas supply the norm, the reality of ψ†Hψ, and the scaling step from unit vectors to all vectors.

```lean
/-- The inner product of a vector with itself is the sum of its squared amplitudes. -/
lemma star_dot_self (ψ : n → ℂ) : star ψ ⬝ᵥ ψ = ((∑ i, ‖ψ i‖ ^ 2 : ℝ) : ℂ) := by
  simp only [dotProduct, Pi.star_apply, Complex.ofReal_sum, Complex.ofReal_pow]
  exact Finset.sum_congr rfl fun i _ => Complex.conj_mul' (ψ i)

/-- The quadratic form of a Hermitian matrix is real. -/
lemma expect_real {H : Matrix n n ℂ} (hH : H.IsHermitian) (x : n → ℂ) :
    star x ⬝ᵥ H *ᵥ x = (expect H x : ℂ) := by
  refine (Complex.conj_eq_iff_re.1 ?_).symm
  simp only [dotProduct, Matrix.mulVec, Finset.mul_sum, map_sum, map_mul, Pi.star_apply,
    Complex.star_def, Complex.conj_conj]
  rw [Finset.sum_comm]
  refine Finset.sum_congr rfl fun i _ => Finset.sum_congr rfl fun j _ => ?_
  have h : (starRingEnd ℂ) (H j i) = H i j := hH.apply i j
  rw [h]
  ring

/-- A nonzero vector has positive squared norm. -/
lemma norm_pos_of_ne {x : n → ℂ} (hx : x ≠ 0) : 0 < ∑ i, ‖x i‖ ^ 2 := by
  obtain ⟨i, hi⟩ := Function.ne_iff.1 hx
  have hi' : 0 < ‖x i‖ := norm_pos_iff.2 hi
  exact Finset.sum_pos' (fun _ _ => by positivity) ⟨i, Finset.mem_univ i, by positivity⟩

/-- If `E` is a lower bound on the energy of all normalised states, then for every vector `E` times
the squared norm is a lower bound on the quadratic form of `H`. -/
lemma bound_scale {H : Matrix n n ℂ} {E : ℝ} (h : ∀ ψ, IsState ψ → E ≤ expect H ψ)
    (x : n → ℂ) : E * ∑ i, ‖x i‖ ^ 2 ≤ expect H x := by
  rcases eq_or_ne x 0 with rfl | hx
  · simp [expect]
  have hs := norm_pos_of_ne hx
  set s := ∑ i, ‖x i‖ ^ 2 with hsdef
  have hc : (√s)⁻¹ ^ 2 = s⁻¹ := by rw [inv_pow, Real.sq_sqrt hs.le]
  have hst : IsState (((√s)⁻¹ : ℝ) • x) := by
    simp only [IsState, Pi.smul_apply, norm_smul, mul_pow, Real.norm_eq_abs, sq_abs]
    rw [← Finset.mul_sum, hc, ← hsdef, inv_mul_cancel₀ hs.ne']
  have he : expect H (((√s)⁻¹ : ℝ) • x) = s⁻¹ * expect H x := by
    rw [← hc]
    simp only [expect, star_smul, Matrix.mulVec_smul, smul_dotProduct, dotProduct_smul,
      Complex.smul_re, smul_eq_mul, star_trivial]
    ring
  have h1 := h _ hst
  rw [he, inv_mul_eq_div, le_div_iff₀ hs] at h1
  exact h1
```

In `eigen_of_min`, `key` computes the quadratic form of H − E, and `hM` states that this matrix is positive semidefinite. Mathlib's `dotProduct_mulVec_zero_iff` then gives (H − E)φ = 0 directly, so the expansion in t used above is not needed in the code.

```lean
/-- A normalised state of least energy is an eigenvector of the Hamiltonian. -/
theorem eigen_of_min {H : Matrix n n ℂ} (hH : H.IsHermitian) {φ : n → ℂ} (hφ : IsState φ)
    (h : ∀ ψ, IsState ψ → expect H φ ≤ expect H ψ) : H *ᵥ φ = (expect H φ : ℂ) • φ := by
  classical
  set E := expect H φ with hE
  have key : ∀ x : n → ℂ, star x ⬝ᵥ (H - (E : ℂ) • (1 : Matrix n n ℂ)) *ᵥ x
      = ((expect H x - E * ∑ i, ‖x i‖ ^ 2 : ℝ) : ℂ) := by
    intro x
    rw [Matrix.sub_mulVec, Matrix.smul_mulVec, Matrix.one_mulVec, dotProduct_sub,
      dotProduct_smul, star_dot_self, expect_real hH, smul_eq_mul, Complex.ofReal_sub,
      Complex.ofReal_mul]
  -- the shifted Hamiltonian is positive, with zero expectation in the minimiser
  have hM : (H - (E : ℂ) • (1 : Matrix n n ℂ)).PosSemidef := by
    refine Matrix.PosSemidef.of_dotProduct_mulVec_nonneg ?_ fun x => ?_
    · show (H - (E : ℂ) • (1 : Matrix n n ℂ))ᴴ = _
      rw [conjTranspose_sub, conjTranspose_smul, hH.eq, conjTranspose_one,
        Complex.star_def, Complex.conj_ofReal]
    · rw [key]
      exact Complex.zero_le_real.2 (sub_nonneg.2 (bound_scale h x))
  have h0 := (hM.dotProduct_mulVec_zero_iff φ).1 (by
    rw [key, show ∑ i, ‖φ i‖ ^ 2 = 1 from hφ, ← hE, mul_one, sub_self, Complex.ofReal_zero])
  rwa [Matrix.sub_mulVec, Matrix.smul_mulVec, Matrix.one_mulVec, sub_eq_zero] at h0

/-- The expectation value in an eigenvector is the eigenvalue times the squared norm. -/
lemma expect_eigen {H : Matrix n n ℂ} {E : ℝ} {v : n → ℂ} (h : H *ᵥ v = (E : ℂ) • v) :
    expect H v = E * ∑ i, ‖v i‖ ^ 2 := by
  rw [expect, h, dotProduct_smul, star_dot_self, smul_eq_mul, ← Complex.ofReal_mul,
    Complex.ofReal_re]
```

Continuity and compactness provide minimisers, for ⟨H⟩ now and for P later. Nonemptiness of `n` ensures that there is a state at all.

```lean
/-- Expectation values depend continuously on the state. -/
lemma continuous_expect (M : Matrix n n ℂ) : Continuous (expect M) := by
  unfold expect
  refine Complex.continuous_re.comp ?_
  simp only [dotProduct, Matrix.mulVec, Pi.star_apply]
  fun_prop

/-- Every continuous energy functional attains its minimum over the normalised states. -/
lemma exists_min [Nonempty n] {f : (n → ℂ) → ℝ} (hf : Continuous f) :
    ∃ φ, IsState φ ∧ ∀ ψ, IsState ψ → f φ ≤ f ψ := by
  classical
  have hc : IsCompact {ψ : n → ℂ | IsState ψ} := by
    refine Metric.isCompact_of_isClosed_isBounded
      (isClosed_eq (by fun_prop) continuous_const)
      ((Metric.isBounded_closedBall (x := (0 : n → ℂ)) (r := 1)).subset fun ψ hψ => ?_)
    refine mem_closedBall_zero_iff.2 ((pi_norm_le_iff_of_nonneg zero_le_one).2 fun i => ?_)
    have h1 := Finset.single_le_sum (f := fun i => ‖ψ i‖ ^ 2)
      (fun i _ => by positivity) (Finset.mem_univ i)
    have h2 : ∑ i, ‖ψ i‖ ^ 2 = 1 := hψ
    simp only [h2] at h1
    nlinarith [norm_nonneg (ψ i)]
  have hne : {ψ : n → ℂ | IsState ψ}.Nonempty := by
    obtain ⟨i⟩ := ‹Nonempty n›
    refine ⟨Pi.single i 1, ?_⟩
    show ∑ j, ‖(Pi.single i 1 : n → ℂ) j‖ ^ 2 = 1
    rw [Finset.sum_eq_single i (fun j _ hj => by simp [hj]) (by simp)]
    simp
  obtain ⟨φ, hφ, hmin⟩ := hc.exists_isMinOn hne hf.continuousOn
  exact ⟨φ, hφ, fun ψ hψ => hmin hψ⟩
```

The minimal energy is then shown to be the least element of the set of eigenvalues, which identifies it with `groundEnergy H`.

```lean
/-- Variational principle: the lowest eigenvalue belongs to a normalised eigenvector and
bounds the energy of every normalised state from below. -/
theorem variational_principle [Nonempty n] {H : Matrix n n ℂ} (hH : H.IsHermitian) :
    (∃ φ, IsState φ ∧ H *ᵥ φ = (groundEnergy H : ℂ) • φ) ∧
      ∀ ψ, IsState ψ → groundEnergy H ≤ expect H ψ := by
  obtain ⟨φ, hφ, hmin⟩ := exists_min (continuous_expect H)
  have he := eigen_of_min hH hφ hmin
  have hl : IsLeast {E : ℝ | ∃ v : n → ℂ, v ≠ 0 ∧ H *ᵥ v = (E : ℂ) • v} (expect H φ) := by
    refine ⟨⟨φ, ?_, he⟩, ?_⟩
    · rintro rfl
      simp [IsState] at hφ
    · rintro E ⟨v, hv, hE⟩
      have h1 := bound_scale hmin v
      rw [expect_eigen hE] at h1
      exact le_of_mul_le_mul_right h1 (norm_pos_of_ne hv)
  have hg : groundEnergy H = expect H φ := hl.csInf_eq
  rw [hg]
  exact ⟨⟨φ, hφ, he⟩, hmin⟩
```

## Both bounds and the equality of minima

Real fields keep H(x) Hermitian.

```lean
omit [Fintype n] in
/-- The electronic Hamiltonian in a real field is Hermitian. -/
lemma fieldHamiltonian_hermitian {T : Matrix n n ℂ} {A : ι → Matrix n n ℂ}
    (hT : T.IsHermitian) (hA : ∀ q, (A q).IsHermitian) (x : ι → ℝ) :
    (fieldHamiltonian T A x).IsHermitian := by
  show (T + ∑ q, (x q : ℂ) • A q)ᴴ = T + ∑ q, (x q : ℂ) • A q
  rw [conjTranspose_add, hT.eq, conjTranspose_sum]
  congr 1
  refine Finset.sum_congr rfl fun q _ => ?_
  rw [conjTranspose_smul, (hA q).eq, Complex.star_def, Complex.conj_ofReal]
```

The square identity holds for arbitrary matrices, since `expect` takes real parts and x is real. Its proof establishes linearity over the modes by induction and then expands the square.

```lean
/-- Completing the square: the expectation value of the electronic Hamiltonian in a field, plus the
elastic energy of the field, equals the Pekar energy of the state plus the elastic cost of the
deviation of the field from `-⟨A q⟩`. -/
theorem complete_square (T : Matrix n n ℂ) (A : ι → Matrix n n ℂ) (x : ι → ℝ) (ψ : n → ℂ) :
    expect (fieldHamiltonian T A x) ψ + ∑ q, x q ^ 2 / 2
      = pekar T A ψ + ∑ q, (x q + expect (A q) ψ) ^ 2 / 2 := by
  classical
  have hadd : ∀ M N : Matrix n n ℂ, expect (M + N) ψ = expect M ψ + expect N ψ := by
    intro M N
    simp only [expect, Matrix.add_mulVec, dotProduct_add, Complex.add_re]
  have hsum : ∀ s : Finset ι, expect (∑ q ∈ s, (x q : ℂ) • A q) ψ
      = ∑ q ∈ s, x q * expect (A q) ψ := by
    intro s
    induction s using Finset.induction_on with
    | empty => simp [expect]
    | insert a s ha ih =>
      rw [Finset.sum_insert ha, Finset.sum_insert ha, hadd, ih]
      congr 1
      rw [expect, Matrix.smul_mulVec, dotProduct_smul, smul_eq_mul, Complex.re_ofReal_mul,
        expect]
  have hsq : ∑ q, (x q + expect (A q) ψ) ^ 2 / 2 = ∑ q, x q * expect (A q) ψ
      + ∑ q, x q ^ 2 / 2 + ∑ q, expect (A q) ψ ^ 2 / 2 := by
    rw [← Finset.sum_add_distrib, ← Finset.sum_add_distrib]
    exact Finset.sum_congr rfl fun q _ => by ring
  rw [fieldHamiltonian, hadd, hsum, hsq, pekar]
  ring
```

The upper bound uses the field −⟨A_q⟩; the lower bound uses a ground vector of H(x).

```lean
section Elimination

variable [Nonempty n] {T : Matrix n n ℂ} {A : ι → Matrix n n ℂ}

/-- In the field `-⟨A q⟩` of a state, the adiabatic energy is at most its Pekar energy. -/
lemma adiabatic_le_pekar (hT : T.IsHermitian) (hA : ∀ q, (A q).IsHermitian)
    {ψ : n → ℂ} (hψ : IsState ψ) :
    adiabaticEnergy T A (fun q => -expect (A q) ψ) ≤ pekar T A ψ := by
  have h1 := (variational_principle (fieldHamiltonian_hermitian hT hA
    (fun q => -expect (A q) ψ))).2 ψ hψ
  have h2 := complete_square T A (fun q => -expect (A q) ψ) ψ
  have h3 : ∑ q, (-expect (A q) ψ + expect (A q) ψ) ^ 2 / 2 = 0 := by simp
  unfold adiabaticEnergy
  linarith

omit [Nonempty n] in
/-- The adiabatic energy of a field is the Pekar energy of a normalised ground eigenvector
plus the elastic cost of the deviation of the field from `-⟨A q⟩`. -/
lemma adiabatic_eq {x : ι → ℝ} {φ : n → ℂ} (hφ : IsState φ)
    (he : fieldHamiltonian T A x *ᵥ φ = (groundEnergy (fieldHamiltonian T A x) : ℂ) • φ) :
    adiabaticEnergy T A x = pekar T A φ + ∑ q, (x q + expect (A q) φ) ^ 2 / 2 := by
  rw [← complete_square, expect_eigen he, show ∑ i, ‖φ i‖ ^ 2 = 1 from hφ, mul_one,
    adiabaticEnergy]

/-- The adiabatic energy of any field is at least the Pekar energy of some state. -/
lemma pekar_le_adiabatic (hT : T.IsHermitian) (hA : ∀ q, (A q).IsHermitian) (x : ι → ℝ) :
    ∃ φ, IsState φ ∧ pekar T A φ ≤ adiabaticEnergy T A x := by
  obtain ⟨φ, hφ, he⟩ := (variational_principle (fieldHamiltonian_hermitian hT hA x)).1
  refine ⟨φ, hφ, ?_⟩
  rw [adiabatic_eq hφ he]
  exact le_add_of_nonneg_right (Finset.sum_nonneg fun q _ => by positivity)
```

In the main theorem, `IsLeast` says that E belongs to the set and bounds it from below. The same E is least among all values of F and among all values of P on states. `hlow` is the lower bound taken at the Pekar minimiser.

```lean
/-- Elimination of the field: the adiabatic energy over all real fields and the Pekar
functional over all normalised states attain their minima, and the two minima are equal. -/
theorem field_elimination (hT : T.IsHermitian) (hA : ∀ q, (A q).IsHermitian) :
    ∃ E : ℝ, IsLeast (Set.range (adiabaticEnergy T A)) E ∧
      IsLeast (pekar T A '' {ψ | IsState ψ}) E := by
  have hc : Continuous (pekar T A) := by
    unfold pekar
    exact (continuous_expect T).sub (continuous_finsetSum _ fun q _ =>
      ((continuous_expect (A q)).pow 2).div_const 2)
  obtain ⟨ψ, hψ, hmin⟩ := exists_min hc
  have hlow : ∀ x, pekar T A ψ ≤ adiabaticEnergy T A x := fun x => by
    obtain ⟨φ, hφ, h⟩ := pekar_le_adiabatic hT hA x
    exact (hmin φ hφ).trans h
  refine ⟨pekar T A ψ, ⟨⟨_, le_antisymm (adiabatic_le_pekar hT hA hψ) (hlow _)⟩, ?_⟩,
    ⟨⟨ψ, hψ, rfl⟩, ?_⟩⟩
  · rintro _ ⟨x, rfl⟩
    exact hlow x
  · rintro _ ⟨φ, hφ, rfl⟩
    exact hmin φ hφ
```

## Minimisers correspond to each other

Let ψ minimise P, and let x be its own field. Then ⟨H(x)⟩_ψ + Σ x_q²/2 = P(ψ) ≤ F(x), so ⟨H(x)⟩_ψ is at most the ground energy. It is therefore equal to it, which is `h5`, and ψ is a ground vector by `eigen_of_min`.

```lean
/-- A minimiser of the Pekar functional is a ground eigenvector in its own field
`-⟨A q⟩`, and this field minimises the adiabatic energy. -/
theorem self_consistent (hT : T.IsHermitian) (hA : ∀ q, (A q).IsHermitian)
    {ψ : n → ℂ} (hψ : IsState ψ) (hmin : ∀ φ, IsState φ → pekar T A ψ ≤ pekar T A φ) :
    let x : ι → ℝ := fun q => -expect (A q) ψ
    fieldHamiltonian T A x *ᵥ ψ = (groundEnergy (fieldHamiltonian T A x) : ℂ) • ψ ∧
      ∀ y, adiabaticEnergy T A x ≤ adiabaticEnergy T A y := by
  intro x
  have hlow : ∀ y, pekar T A ψ ≤ adiabaticEnergy T A y := fun y => by
    obtain ⟨φ, hφ, h⟩ := pekar_le_adiabatic hT hA y
    exact (hmin φ hφ).trans h
  refine ⟨?_, fun y => (adiabatic_le_pekar hT hA hψ).trans (hlow y)⟩
  have hH := fieldHamiltonian_hermitian hT hA x
  have hv := (variational_principle hH).2
  have h2 := complete_square T A x ψ
  have h3 : ∑ q, (x q + expect (A q) ψ) ^ 2 / 2 = 0 := by simp [x]
  have h4 := hlow x
  unfold adiabaticEnergy at h4
  -- the state saturates the variational bound in its own field
  have h5 : expect (fieldHamiltonian T A x) ψ = groundEnergy (fieldHamiltonian T A x) :=
    le_antisymm (by linarith) (hv ψ hψ)
  rw [← h5]
  exact eigen_of_min hH hψ fun φ hφ => h5.le.trans (hv φ hφ)
```

Conversely, let x minimise F and let φ be any normalised ground vector of H(x). Then

P(φ) + Σ (x_q + ⟨A_q⟩_φ)²/2 = F(x) ≤ P(ψ)

for every state ψ. Taking ψ = φ forces each square to vanish, and dropping the nonnegative sum shows that φ minimises P. This covers degenerate ground levels too: at an optimal field, all normalised ground vectors have the same ⟨A_q⟩.

```lean
/-- At a field that minimises the adiabatic energy, every normalised ground eigenvector
satisfies `x q = -⟨A q⟩` and minimises the Pekar functional. -/
theorem optimal_field (hT : T.IsHermitian) (hA : ∀ q, (A q).IsHermitian)
    {x : ι → ℝ} (hx : ∀ y, adiabaticEnergy T A x ≤ adiabaticEnergy T A y)
    {φ : n → ℂ} (hφ : IsState φ)
    (he : fieldHamiltonian T A x *ᵥ φ = (groundEnergy (fieldHamiltonian T A x) : ℂ) • φ) :
    (∀ q, x q = -expect (A q) φ) ∧ ∀ ψ, IsState ψ → pekar T A φ ≤ pekar T A ψ := by
  have h1 := adiabatic_eq hφ he
  have hle : ∀ ψ, IsState ψ → adiabaticEnergy T A x ≤ pekar T A ψ :=
    fun ψ hψ => (hx _).trans (adiabatic_le_pekar hT hA hψ)
  have hn : ∀ q ∈ Finset.univ, 0 ≤ (x q + expect (A q) φ) ^ 2 / 2 :=
    fun q _ => by positivity
  have h0 := Finset.sum_nonneg hn
  refine ⟨fun q => ?_, fun ψ hψ => by linarith [hle ψ hψ]⟩
  -- the elastic cost of the deviation must vanish mode by mode
  have h2 := Finset.single_le_sum hn (Finset.mem_univ q)
  have h3 : (x q + expect (A q) φ) ^ 2 = 0 :=
    le_antisymm (by linarith [hle φ hφ]) (sq_nonneg _)
  linarith [pow_eq_zero_iff (two_ne_zero) |>.1 h3]

end Elimination

end

end PekarFieldElimination
```

```lean
#print axioms PekarFieldElimination.pekar_le_adiabatic
#print axioms PekarFieldElimination.field_elimination
#print axioms PekarFieldElimination.self_consistent
#print axioms PekarFieldElimination.optimal_field
```

```
'PekarFieldElimination.pekar_le_adiabatic' depends on axioms: [propext, Classical.choice, Quot.sound]
'PekarFieldElimination.field_elimination' depends on axioms: [propext, Classical.choice, Quot.sound]
'PekarFieldElimination.self_consistent' depends on axioms: [propext, Classical.choice, Quot.sound]
'PekarFieldElimination.optimal_field' depends on axioms: [propext, Classical.choice, Quot.sound]
```
